# Bogoliubov diagonalisation exists for finite quadratic fermion Hamiltonians without zero modes

**A:** Take a quadratic fermion Hamiltonian on N orbitals (for electrons, spin-orbitals), with Hermitian one-body matrix h and antisymmetric pairing matrix D. If the Bogoliubov-de Gennes matrix

H = [[h, D], [−conj D, −conj h]]

is invertible, there are N×N matrices U, V and energies E_k > 0 such that

W = [[U, conj V], [V, conj U]] is unitary and W†HW = diag(E, −E).

**Q:** That is a statement about matrices. Where are the fermions?

**A:** With Ψ = (c, c†), the Hamiltonian is

Ĥ = Σ_ij h_ij c_i† c_j + ½ Σ_ij (D_ij c_i† c_j† + h.c.) = ½ Ψ†HΨ + ½ tr h.

Substituting Ψ = WΦ, with Φ = (γ, γ†), gives

Ĥ = Σ_k E_k (γ_k† γ_k − ½) + ½ tr h.

Unitarity of W gives the γ_k the fermionic anticommutation relations. This passage to operators is ordinary algebra that I add here; the Lean theorems concern the matrices.

```lean
import Mathlib

open Matrix

namespace BogoliubovDiagonalisation

variable {n m : Type*} [Fintype n] [DecidableEq n] [Fintype m] [DecidableEq m]
```

**Q:** Does the code use the same H and W?

**A:** Yes, as `bdg h D` and `bogoliubov U V`. The letter `n` is a finite set of orbital labels, with N elements, and `D` is what textbooks often call Δ. Signs and conjugations of V vary between books; here column k of U above column k of V is the mode of energy E_k.

```lean
/-- The Bogoliubov-de Gennes matrix `[[h, D], [-conj D, -conj h]]` of a quadratic fermion
Hamiltonian with one-body part `h` and pairing part `D`. -/
def bdg (h D : Matrix n n ℂ) : Matrix (n ⊕ n) (n ⊕ n) ℂ :=
  fromBlocks h D (-(D.map star)) (-(h.map star))

/-- The Bogoliubov transformation matrix `[[U, conj V], [V, conj U]]`. -/
def bogoliubov (U V : Matrix n m ℂ) : Matrix (n ⊕ n) (m ⊕ m) ℂ :=
  fromBlocks U (V.map star) V (U.map star)

/-- The paired list of energies `(E, -E)`. -/
def pairedEnergies (E : m → ℝ) : m ⊕ m → ℂ :=
  Sum.elim (fun k => (E k : ℂ)) (fun k => -(E k : ℂ))
```

**Q:** What forces the energies into pairs ±E?

**A:** Particle-hole conjugation, C(u, v) = (conj v, conj u). `modeMatrix` lists modes x_k first, then their partners Cx_k.

```lean
/-- Particle-hole conjugation `(u, v) ↦ (conj v, conj u)`. -/
def phConj (x : n ⊕ n → ℂ) : n ⊕ n → ℂ := fun i => star (x i.swap)

/-- The matrix whose columns are the modes `x k`, followed by their particle-hole conjugates. -/
def modeMatrix (x : m → n ⊕ n → ℂ) : Matrix (n ⊕ n) (m ⊕ m) ℂ :=
  fun i a => Sum.elim x (fun k => phConj (x k)) a i
```

Multiplying out,

HC(u, v) = (h conj v + D conj u, −conj D conj v − conj h conj u) = −CH(u, v).

So Hx = ex with e real implies HCx = −eCx. Lean checks the two halves separately by expanding the sums.

```lean
omit [DecidableEq n] in
/-- The Bogoliubov-de Gennes matrix anticommutes with particle-hole conjugation. -/
theorem bdg_mulVec_phConj (h D : Matrix n n ℂ) (x : n ⊕ n → ℂ) :
    bdg h D *ᵥ phConj x = -phConj (bdg h D *ᵥ x) := by
  ext i
  rcases i with i | i <;>
    simp [bdg, phConj, mulVec, dotProduct, Fintype.sum_sum_type]
```

**Q:** Could a mode overlap with another mode's partner?

**A:** Not if their energies differ. For Hx = ax and Hy = by, Hermiticity gives

a⟨x, y⟩ = ⟨Hx, y⟩ = ⟨x, Hy⟩ = b⟨x, y⟩,

hence (b − a)⟨x, y⟩ = 0.

```lean
omit [DecidableEq m] in
/-- Eigenvectors of a Hermitian matrix with different real eigenvalues are orthogonal. -/
theorem eigenvectors_orthogonal {H : Matrix m m ℂ} (hH : H.IsHermitian) {x y : m → ℂ}
    {a b : ℝ} (hx : H *ᵥ x = (a : ℂ) • x) (hy : H *ᵥ y = (b : ℂ) • y) (hab : a ≠ b) :
    star x ⬝ᵥ y = 0 := by
  -- move `H` from one side of the inner product to the other
  have h1 : star x ⬝ᵥ (H *ᵥ y) = star (H *ᵥ x) ⬝ᵥ y := by
    rw [star_mulVec, hH.eq, dotProduct_mulVec]
  rw [hx, hy, star_smul, dotProduct_smul, smul_dotProduct] at h1
  simp only [smul_eq_mul, Complex.star_def, Complex.conj_ofReal] at h1
  have h2 : ((b : ℂ) - a) * (star x ⬝ᵥ y) = 0 := by linear_combination h1
  rcases mul_eq_zero.1 h2 with h | h
  · exact absurd (by exact_mod_cast (sub_eq_zero.1 h).symm) hab
  · exact h
```

Now take orthonormal modes x_k with e_k + e_l ≠ 0 for all k, l. Then e_k ≠ −e_l, so x_k ⊥ Cx_l. The partners are orthonormal too, because ⟨Cx, Cy⟩ = conj⟨x, y⟩. The four cases in the proof are the four blocks of X†X = 1, where X is the mode matrix.

```lean
omit [DecidableEq n] [Fintype m] in
/-- For a Hermitian Bogoliubov-de Gennes matrix, orthonormal eigenmodes with `e k + e l ≠ 0` for all
`k` and `l`, including `k = l`, form, together with their particle-hole conjugates, an orthonormal
family. -/
theorem modeMatrix_isometry {h D : Matrix n n ℂ} (hH : (bdg h D).IsHermitian)
    {x : m → n ⊕ n → ℂ} {e : m → ℝ} (hx : ∀ k, bdg h D *ᵥ x k = (e k : ℂ) • x k)
    (ho : ∀ k l, star (x k) ⬝ᵥ x l = if k = l then 1 else 0)
    (he : ∀ k l, e k + e l ≠ 0) : (modeMatrix x)ᴴ * modeMatrix x = 1 := by
  -- the conjugate modes carry the opposite energies
  have hc : ∀ k, bdg h D *ᵥ phConj (x k) = ((-e k : ℝ) : ℂ) • phConj (x k) := by
    intro k
    rw [bdg_mulVec_phConj, hx]
    ext i
    simp [phConj]
  -- particle-hole conjugation is antiunitary
  have hp : ∀ y z : n ⊕ n → ℂ, star (phConj y) ⬝ᵥ phConj z = star (star y ⬝ᵥ z) := by
    intro y z
    simp [dotProduct, phConj, Fintype.sum_sum_type, add_comm]
  ext a b
  rcases a with k | k <;> rcases b with l | l
  · change star (x k) ⬝ᵥ x l = _
    rw [ho]
    simp [Matrix.one_apply]
  · change star (x k) ⬝ᵥ phConj (x l) = _
    rw [eigenvectors_orthogonal hH (hx k) (hc l) (fun h => he k l (by linarith))]
    simp
  · change star (phConj (x k)) ⬝ᵥ x l = _
    rw [eigenvectors_orthogonal hH (hc k) (hx l) (fun h => he k l (by linarith))]
    simp
  · change star (phConj (x k)) ⬝ᵥ phConj (x l) = _
    rw [hp, ho]
    by_cases hkl : k = l <;> simp [hkl, Matrix.one_apply]
```

**Q:** Why should there be exactly N positive energies?

**A:** M such modes and their partners are 2M orthonormal vectors in 2N dimensions, so M ≤ N. Lean phrases this through ranks: 2M = rank(X†X) ≤ rank X ≤ 2N.

```lean
omit [DecidableEq n] in
/-- For a Hermitian Bogoliubov-de Gennes matrix on `n` orbitals, an orthonormal family of
eigenmodes whose energies never add up to zero has at most `n` members. -/
theorem card_modes_le {h D : Matrix n n ℂ} (hH : (bdg h D).IsHermitian)
    {x : m → n ⊕ n → ℂ} {e : m → ℝ} (hx : ∀ k, bdg h D *ᵥ x k = (e k : ℂ) • x k)
    (ho : ∀ k l, star (x k) ⬝ᵥ x l = if k = l then 1 else 0)
    (he : ∀ k l, e k + e l ≠ 0) : Fintype.card m ≤ Fintype.card n := by
  have h1 : (1 : Matrix (m ⊕ m) (m ⊕ m) ℂ).rank ≤ Fintype.card (n ⊕ n) := by
    rw [← modeMatrix_isometry hH hx ho he]
    exact (rank_mul_le_right _ _).trans (rank_le_card_height _)
  rw [rank_one, Fintype.card_sum, Fintype.card_sum] at h1
  omega
```

The eigenvalue equations, read column by column, say HX = X diag(e, −e).

```lean
omit [DecidableEq n] in
/-- If the modes `x k` are eigenvectors with energies `e k`, the Bogoliubov-de Gennes matrix acts
on the matrix of modes and conjugate modes by multiplying its columns with `(e, -e)`. -/
theorem bdg_mul_modeMatrix {h D : Matrix n n ℂ} {x : m → n ⊕ n → ℂ} {e : m → ℝ}
    (hx : ∀ k, bdg h D *ᵥ x k = (e k : ℂ) • x k) :
    bdg h D * modeMatrix x = modeMatrix x * diagonal (pairedEnergies e) := by
  ext i a
  rw [mul_diagonal]
  rcases a with k | k
  · change (bdg h D *ᵥ x k) i = x k i * (e k : ℂ)
    rw [hx]
    simp [mul_comm]
  · change (bdg h D *ᵥ phConj (x k)) i = phConj (x k) i * -(e k : ℂ)
    rw [bdg_mulVec_phConj, hx]
    simp [phConj, mul_comm]
```

Next, D† = −conj D and h† = h make H Hermitian, so the spectral theorem supplies 2N orthonormal eigenvectors. Invertibility excludes energy zero. Two positive energies never sum to zero, nor do two negative ones, so there are at most N of each, and therefore exactly N. Degeneracies do no harm.

The N positive modes, relabelled by `σ`, supply U and V as their upper and lower halves. Then W = X, W†W = 1, and

W†HW = W†W diag(E, −E) = diag(E, −E).

```lean
/-- Existence of a Bogoliubov diagonalisation: for Hermitian `h`, antisymmetric `D` and an
invertible Bogoliubov-de Gennes matrix, a unitary Bogoliubov transformation brings that matrix
to the form `diag(E, -E)` with all `E k` positive. -/
theorem exists_bogoliubov_diagonalisation {h D : Matrix n n ℂ} (hh : h.IsHermitian)
    (hD : Dᵀ = -D) (hu : IsUnit (bdg h D)) :
    ∃ (U V : Matrix n n ℂ) (E : n → ℝ), (∀ k, 0 < E k) ∧
      bogoliubov U V ∈ unitaryGroup (n ⊕ n) ℂ ∧
      (bogoliubov U V)ᴴ * bdg h D * bogoliubov U V = diagonal (pairedEnergies E) := by
  have hH : (bdg h D).IsHermitian := by
    refine IsHermitian.fromBlocks hh ?_ ?_
    · ext i j
      have hij : D j i = -D i j := congrFun (congrFun hD i) j
      simp [conjTranspose_apply, hij]
    · ext i j
      have hij := hh.apply i j
      simp [conjTranspose_apply, ← hij]
  -- an orthonormal eigenbasis from the spectral theorem
  obtain ⟨b, e, hb, ho⟩ : ∃ (b : n ⊕ n → n ⊕ n → ℂ) (e : n ⊕ n → ℝ),
      (∀ k, bdg h D *ᵥ b k = (e k : ℂ) • b k) ∧
      (∀ k l, star (b k) ⬝ᵥ b l = if k = l then 1 else 0) := by
    refine ⟨fun k => (hH.eigenvectorBasis k).ofLp, hH.eigenvalues, fun k => ?_, fun k l => ?_⟩
    · refine (hH.mulVec_eigenvectorBasis k).trans ?_
      ext i
      simp
    · have h1 := orthonormal_iff_ite.1 hH.eigenvectorBasis.orthonormal k l
      rw [EuclideanSpace.inner_eq_star_dotProduct, dotProduct_comm] at h1
      exact h1
  -- invertibility excludes zero modes
  have hne : ∀ k, e k ≠ 0 := by
    intro k hk
    obtain ⟨B, hB⟩ := hu.exists_left_inv
    have h0 : b k = 0 := by
      rw [← one_mulVec (b k), ← hB, ← mulVec_mulVec, hb, hk]
      simp
    have h1 := ho k k
    simp [h0] at h1
  -- at most `n` positive and at most `n` negative modes, hence exactly `n` positive ones
  have hP : Fintype.card {k // 0 < e k} ≤ Fintype.card n :=
    card_modes_le hH (x := fun k : {k // 0 < e k} => b k) (e := fun k => e k)
      (fun k => hb k) (fun k l => (ho _ _).trans (by simp [Subtype.ext_iff]))
      (fun k l => (add_pos k.2 l.2).ne')
  have hN : Fintype.card {k // ¬ 0 < e k} ≤ Fintype.card n :=
    card_modes_le hH (x := fun k : {k // ¬ 0 < e k} => b k) (e := fun k => e k)
      (fun k => hb k) (fun k l => (ho _ _).trans (by simp [Subtype.ext_iff]))
      (fun k l => (add_neg (lt_of_le_of_ne (not_lt.1 k.2) (hne k))
        (lt_of_le_of_ne (not_lt.1 l.2) (hne l))).ne)
  have hcard : Fintype.card n = Fintype.card {k // 0 < e k} := by
    rw [Fintype.card_subtype_compl, Fintype.card_sum] at hN
    omega
  let σ := Fintype.equivOfCardEq hcard
  let x : n → n ⊕ n → ℂ := fun k => b (σ k)
  have hx : ∀ k, bdg h D *ᵥ x k = (e (σ k) : ℂ) • x k := fun k => hb _
  have hW : (modeMatrix x)ᴴ * modeMatrix x = 1 :=
    modeMatrix_isometry hH (e := fun k => e (σ k)) hx
      (fun k l => (ho _ _).trans (by simp [Subtype.val_inj]))
      (fun k l => (add_pos (σ k).2 (σ l).2).ne')
  -- the upper and lower halves of the positive modes are `U` and `V`
  have hUV : bogoliubov (fun i k => x k (Sum.inl i)) (fun i k => x k (Sum.inr i))
      = modeMatrix x := by
    ext i a
    rcases i with i | i <;> rcases a with k | k <;> rfl
  refine ⟨fun i k => x k (Sum.inl i), fun i k => x k (Sum.inr i), fun k => e (σ k),
    fun k => (σ k).2, ?_, ?_⟩
  · rw [hUV]
    exact mem_unitaryGroup_iff'.2 hW
  · rw [hUV, Matrix.mul_assoc, bdg_mul_modeMatrix (e := fun k => e (σ k)) hx,
      ← Matrix.mul_assoc, hW, Matrix.one_mul]
```

**Q:** What does invertibility mean physically, and is it more than a convenience?

**A:** It means that no quasiparticle costs zero energy. With h measured from the chemical potential, an orbital exactly at that level that neither h nor D couples to any other orbital violates it, as does an exact Majorana zero-mode pair. For strictly positive energies it is also necessary. Since det W† det W = 1, any such diagonalisation gives

det H = ∏_k E_k · ∏_k (−E_k) = (−1)^N ∏_k E_k²,

```lean
/-- If a unitary Bogoliubov transformation brings the Bogoliubov-de Gennes matrix on `n` orbitals
to `diag(E, -E)`, its determinant is `(-1)^n` times the product of the squared energies. -/
theorem det_bdg {h D U V : Matrix n n ℂ} {E : n → ℝ}
    (hW : bogoliubov U V ∈ unitaryGroup (n ⊕ n) ℂ)
    (hd : (bogoliubov U V)ᴴ * bdg h D * bogoliubov U V = diagonal (pairedEnergies E)) :
    (bdg h D).det = (-1) ^ Fintype.card n * ∏ k, (E k : ℂ) ^ 2 := by
  have h1 : (bogoliubov U V)ᴴ.det * (bogoliubov U V).det = 1 := by
    rw [← det_mul, ← star_eq_conjTranspose, mem_unitaryGroup_iff'.1 hW, det_one]
  have h2 := congrArg Matrix.det hd
  rw [det_mul, det_mul, det_diagonal, Fintype.prod_sum_type] at h2
  simp only [pairedEnergies, Sum.elim_inl, Sum.elim_inr] at h2
  have h3 : ∏ k, -(E k : ℂ) = (-1) ^ Fintype.card n * ∏ k, (E k : ℂ) := by
    rw [← Finset.card_univ, ← Finset.prod_const, ← Finset.prod_mul_distrib]
    exact Finset.prod_congr rfl (fun k _ => by ring)
  rw [h3] at h2
  rw [Finset.prod_pow]
  linear_combination h2 - (bdg h D).det * h1
```

which is nonzero when every E_k > 0. Together with the existence theorem, this gives an equivalence.

```lean
/-- For Hermitian `h` and antisymmetric `D`, a Bogoliubov diagonalisation with strictly positive
energies exists exactly when the Bogoliubov-de Gennes matrix is invertible. -/
theorem isUnit_bdg_iff {h D : Matrix n n ℂ} (hh : h.IsHermitian) (hD : Dᵀ = -D) :
    IsUnit (bdg h D) ↔ ∃ (U V : Matrix n n ℂ) (E : n → ℝ), (∀ k, 0 < E k) ∧
      bogoliubov U V ∈ unitaryGroup (n ⊕ n) ℂ ∧
      (bogoliubov U V)ᴴ * bdg h D * bogoliubov U V = diagonal (pairedEnergies E) := by
  refine ⟨exists_bogoliubov_diagonalisation hh hD, ?_⟩
  rintro ⟨U, V, E, hE, hW, hd⟩
  rw [isUnit_iff_isUnit_det, isUnit_iff_ne_zero, det_bdg hW hd]
  refine mul_ne_zero (pow_ne_zero _ (by norm_num)) (Finset.prod_ne_zero_iff.2 fun k _ => ?_)
  exact pow_ne_zero _ (by exact_mod_cast (hE k).ne')
```

**Q:** Does a genuine pairing problem satisfy all this?

**A:** Two orbitals of energy ξ, measured from the chemical potential, with pairing amplitude Δ ≠ 0 do. Direct multiplication gives

H² = (ξ² + |Δ|²) 1,

so det H ≠ 0. Lean checks the square entry by entry and takes determinants.

```lean
/-- Two orbitals of equal real energy `ξ`, coupled by a nonzero complex pairing amplitude `Δ`,
have Hermitian `h`, antisymmetric `D` and an invertible Bogoliubov-de Gennes matrix. -/
theorem bogoliubov_diagonalisation_witness (ξ : ℝ) {Δ : ℂ} (hΔ : Δ ≠ 0) :
    (!![(ξ : ℂ), 0; 0, (ξ : ℂ)]).IsHermitian ∧ (!![0, Δ; -Δ, 0])ᵀ = -!![0, Δ; -Δ, 0] ∧
      IsUnit (bdg !![(ξ : ℂ), 0; 0, (ξ : ℂ)] !![0, Δ; -Δ, 0]) := by
  refine ⟨?_, ?_, ?_⟩
  · ext i j
    fin_cases i <;> fin_cases j <;> simp [conjTranspose_apply]
  · ext i j
    fin_cases i <;> fin_cases j <;> simp
  · -- the matrix squares to the positive number `ξ² + |Δ|²`
    have hpos : 0 < ξ ^ 2 + Complex.normSq Δ := by
      have := Complex.normSq_pos.2 hΔ
      positivity
    have hc : ((ξ ^ 2 + Complex.normSq Δ : ℝ) : ℂ) ≠ 0 := by exact_mod_cast hpos.ne'
    have hsq : bdg !![(ξ : ℂ), 0; 0, (ξ : ℂ)] !![0, Δ; -Δ, 0] *
        bdg !![(ξ : ℂ), 0; 0, (ξ : ℂ)] !![0, Δ; -Δ, 0] =
        ((ξ ^ 2 + Complex.normSq Δ : ℝ) : ℂ) • 1 := by
      ext i j
      rcases i with i | i <;> rcases j with j | j <;> fin_cases i <;> fin_cases j <;>
        simp [bdg, Matrix.mul_apply, Fintype.sum_sum_type, Fin.sum_univ_two,
          Complex.normSq_eq_conj_mul_self] <;> ring
    refine (isUnit_iff_isUnit_det _).2 (isUnit_iff_ne_zero.2 fun h0 => ?_)
    have h1 := congrArg Matrix.det hsq
    rw [det_mul, h0, det_smul, det_one, mul_one, zero_mul] at h1
    exact pow_ne_zero _ hc h1.symm

end BogoliubovDiagonalisation
```

```lean
#print axioms BogoliubovDiagonalisation.exists_bogoliubov_diagonalisation
#print axioms BogoliubovDiagonalisation.isUnit_bdg_iff
```

```
'BogoliubovDiagonalisation.exists_bogoliubov_diagonalisation' depends on axioms: [propext, Classical.choice, Quot.sound]
'BogoliubovDiagonalisation.isUnit_bdg_iff' depends on axioms: [propext, Classical.choice, Quot.sound]
```

**Q:** So how far does this reach into superconductivity?

**A:** It supplies the quasiparticles of a mean-field BCS or Bogoliubov-de Gennes calculation on finitely many orbitals, with h and D given and no zero modes. Finding D self-consistently from an interaction is a separate problem.
